# For a fixed set A of active occupied orbitals, o times the active fraction of n-fold amplitudes tends to n|A|

Many coupled-cluster calculations that include n-fold excitations store their amplitudes, and with o occupied and v virtual spin orbitals their number grows like oⁿvⁿ. One way to reduce this is to keep an n-fold amplitude only if at least one of its occupied indices belongs to a small active set A. How large is the part that is kept?

If A stays fixed while o grows, and there are eventually at least n virtual orbitals, the kept fraction multiplied by o tends to n|A|. For n ≥ 1 and a non-empty A, requiring one active index therefore removes one power of o from the storage.

```lean
import Mathlib

open Filter Topology

namespace CoupledClusterActiveStorage

noncomputable section
```

## Counting amplitudes as pairs of sets

An n-fold amplitude carries n occupied and n virtual indices. It changes only by a sign when indices of one kind are permuted, and it vanishes when an index is repeated. An independent amplitude is therefore a pair (I, B), where I is a set of n occupied orbitals and B a set of n virtual ones. Occupied orbitals are labelled 0, …, o − 1 and virtual orbitals, separately, 0, …, v − 1. In Lean these label sets are `Finset.range o` and `Finset.range v`, and `Finset.powersetCard n` collects their n-element subsets.

No spin or point-group symmetry is imposed; either can remove some of these pairs and so change the counts.

```lean
/-- The independent `n`-fold excitation amplitudes: a set of `n` occupied orbitals out of `o`
paired with a set of `n` virtual orbitals out of `v`. -/
def amplitudes (n o v : ℕ) : Finset (Finset ℕ × Finset ℕ) :=
  Finset.powersetCard n (Finset.range o) ×ˢ Finset.powersetCard n (Finset.range v)
```

An amplitude is active when I and A share at least one orbital. The virtual set B is unrestricted, so schemes that also demand an active virtual index are not covered.

```lean
/-- The amplitudes with at least one occupied index in the active set `A`. -/
def activeAmplitudes (n o v : ℕ) (A : Finset ℕ) : Finset (Finset ℕ × Finset ℕ) :=
  (amplitudes n o v).filter (fun p => ¬ Disjoint p.1 A)
```

The quantity of interest is the fraction

f = (number of active amplitudes) / (number of amplitudes).

It is meaningful when n ≤ o and n ≤ v, since otherwise there are no amplitudes to divide by; this is why the theorems below that evaluate f or its limit carry such conditions.

```lean
/-- The fraction of all `n`-fold amplitudes that are active. -/
def activeFraction (n o v : ℕ) (A : Finset ℕ) : ℝ :=
  ((activeAmplitudes n o v A).card : ℝ) / ((amplitudes n o v).card : ℝ)
```

Write C(m, n) for the binomial coefficient and a for the number of active orbitals. The chance that a set of n occupied orbitals misses all a active ones is

R(n, a, o) = C(o − a, n) / C(o, n).

```lean
/-- The ratio of the number of `n`-subsets of `o - a` orbitals to that of `o` orbitals. -/
def inactiveRatio (n a o : ℕ) : ℝ := ((o - a).choose n : ℝ) / (o.choose n : ℝ)
```

The occupied and virtual sets are chosen independently, so the total number of amplitudes is

C(o, n) · C(v, n).

```lean
/-- The number of `n`-fold amplitudes is a product of two binomial coefficients. -/
theorem card_amplitudes (n o v : ℕ) :
    (amplitudes n o v).card = o.choose n * v.choose n := by
  simp [amplitudes, Finset.card_product, Finset.card_powersetCard]
```

Suppose that every orbital of A is occupied, so that a = |A| ≤ o. The amplitudes that avoid A draw their occupied indices from the remaining o − a orbitals, and there are C(o − a, n) · C(v, n) of them. Hence

number of active amplitudes = [C(o, n) − C(o − a, n)] · C(v, n).

Dividing by the total cancels the virtual factor:

f = 1 − R(n, a, o).

In the proof, `hset` identifies the active amplitudes as the complement of the inactive ones, `h` counts that complement, and the last lines carry out the division. The conditions n ≤ o and n ≤ v make both binomial coefficients in the denominator non-zero.

```lean
/-- When all active orbitals are occupied, `n ≤ o` and `n ≤ v`, the active fraction is one minus the
fraction of `n`-subsets that avoid the active set. -/
theorem activeFraction_eq {n o v : ℕ} {A : Finset ℕ} (hA : A ⊆ Finset.range o)
    (hn : n ≤ o) (hv : n ≤ v) :
    activeFraction n o v A = 1 - inactiveRatio n A.card o := by
  -- the active amplitudes are the complement of those built from inactive orbitals
  have hset : activeAmplitudes n o v A = amplitudes n o v \
      (Finset.powersetCard n (Finset.range o \ A) ×ˢ
        Finset.powersetCard n (Finset.range v)) := by
    ext ⟨I, B⟩
    simp only [activeAmplitudes, amplitudes, Finset.mem_filter, Finset.mem_sdiff,
      Finset.mem_product, Finset.mem_powersetCard, Finset.subset_sdiff]
    tauto
  have hsub : (Finset.powersetCard n (Finset.range o \ A) ×ˢ
      Finset.powersetCard n (Finset.range v)) ⊆ amplitudes n o v := by
    rintro ⟨I, B⟩
    simp only [amplitudes, Finset.mem_product, Finset.mem_powersetCard, Finset.subset_sdiff]
    tauto
  have hc : (Finset.range o \ A).card = o - A.card := by
    have h := Finset.card_sdiff_add_card_eq_card hA
    rw [Finset.card_range] at h
    omega
  have h := Finset.card_sdiff_add_card_eq_card hsub
  rw [← hset, Finset.card_product, Finset.card_powersetCard, Finset.card_powersetCard, hc,
    Finset.card_range, card_amplitudes] at h
  have h' : ((activeAmplitudes n o v A).card : ℝ)
      + ((o - A.card).choose n : ℝ) * (v.choose n : ℝ)
      = (o.choose n : ℝ) * (v.choose n : ℝ) := by exact_mod_cast h
  have o0 : (o.choose n : ℝ) ≠ 0 := by exact_mod_cast (Nat.choose_pos hn).ne'
  have v0 : (v.choose n : ℝ) ≠ 0 := by exact_mod_cast (Nat.choose_pos hv).ne'
  have q : inactiveRatio n A.card o * (o.choose n : ℝ) = ((o - A.card).choose n : ℝ) :=
    div_mul_cancel₀ _ o0
  rw [activeFraction, card_amplitudes, Nat.cast_mul, div_eq_iff (mul_ne_zero o0 v0)]
  linear_combination h' + (v.choose n : ℝ) * q
```

## Raising the excitation rank by one

To build a set of n + 1 elements out of m, choose n of them and then one of the m − n left over. Each set arises n + 1 times, once for each choice of its last element, so

C(m, n + 1) · (n + 1) = C(m, n) · (m − n).

```lean
private lemma choose_step {m n : ℕ} (h : n ≤ m) :
    (m.choose (n + 1) : ℝ) * ((n : ℝ) + 1) = (m.choose n : ℝ) * ((m : ℝ) - n) := by
  rw [← Nat.cast_sub h]
  exact_mod_cast Nat.choose_succ_right_eq m n
```

Two elementary limits are needed. The first is

1/o → 0.

```lean
private lemma inv_limit : Tendsto (fun o : ℕ => (o : ℝ)⁻¹) atTop (𝓝 0) :=
  tendsto_inv_atTop_zero.comp tendsto_natCast_atTop_atTop
```

The second follows from it for fixed n:

(o − n)/o = 1 − n/o → 1.

The tactic `filter_upwards` restricts attention to large o, here o > 0, where this rewriting is valid. It plays the same part in the later limits.

```lean
private lemma shift_limit (n : ℕ) :
    Tendsto (fun o : ℕ => ((o : ℝ) - n) / o) atTop (𝓝 1) := by
  have h := (inv_limit.const_mul (n : ℝ)).const_sub 1
  rw [mul_zero, sub_zero] at h
  refine h.congr' ?_
  filter_upwards [eventually_gt_atTop 0] with o ho
  have h0 : (o : ℝ) ≠ 0 := by exact_mod_cast ho.ne'
  rw [eq_div_iff h0]
  linear_combination (-(n : ℝ)) * inv_mul_cancel₀ h0
```

Now apply the counting identity with m = o − a and with m = o, and divide the first by the second. The factors n + 1 cancel, which gives

R(n + 1, a, o) = R(n, a, o) · (o − a − n)/(o − n).

The condition a + n < o keeps all the denominators positive. Lean states the relation multiplied through by o − n. The two uses of the counting identity are `e1` and `e2`, and `linear_combination` combines them after cross-multiplication.

```lean
/-- Raising the excitation rank by one multiplies the inactive ratio by `(o - a - n) / (o - n)` when
`a + n < o`, written here without division. -/
theorem inactiveRatio_succ {n a o : ℕ} (h : a + n < o) :
    inactiveRatio (n + 1) a o * ((o : ℝ) - n) = inactiveRatio n a o * ((o : ℝ) - a - n) := by
  have e1 := choose_step (show n ≤ o by omega)
  have e2 := choose_step (show n ≤ o - a by omega)
  rw [Nat.cast_sub (show a ≤ o by omega)] at e2
  have h0 : (o.choose n : ℝ) ≠ 0 := by
    exact_mod_cast (Nat.choose_pos (show n ≤ o by omega)).ne'
  have h1 : (o.choose (n + 1) : ℝ) ≠ 0 := by
    exact_mod_cast (Nat.choose_pos (show n + 1 ≤ o by omega)).ne'
  unfold inactiveRatio
  rw [div_mul_eq_mul_div, div_mul_eq_mul_div, div_eq_div_iff h1 h0]
  linear_combination (-((o - a).choose (n + 1) : ℝ)) * e1 + (o.choose (n + 1) : ℝ) * e2
```

## The storage of all n-fold amplitudes

Let S(n, o) = C(o, n) · n!/oⁿ. Then S(0, o) = 1, and the counting identity gives

S(n + 1, o) = S(n, o) · (o − n)/o.

The last factor tends to 1, so by induction S(n, o) → 1 for every n. The Lean proof is this induction, with `shift_limit` supplying the last factor.

```lean
/-- The number of `n`-subsets of `o` orbitals, times `n!` and divided by `o ^ n`, tends to one. -/
theorem choose_storage_limit (n : ℕ) :
    Tendsto (fun o : ℕ => (o.choose n : ℝ) * (n.factorial : ℝ) / (o : ℝ) ^ n)
      atTop (𝓝 1) := by
  induction n with
  | zero => simp
  | succ n ih =>
    have h := ih.mul (shift_limit n)
    rw [mul_one] at h
    refine h.congr' ?_
    filter_upwards [eventually_gt_atTop n] with o ho
    have e := choose_step ho.le
    rw [Nat.factorial_succ n, pow_succ (o : ℝ) n, div_mul_div_comm]
    congr 1
    push_cast
    linear_combination (-(n.factorial : ℝ)) * e
```

The same limit holds for the virtual orbitals. Since

C(o, n) · C(v, n) · (n!)²/(oⁿvⁿ) = S(n, o) · S(n, v),

the left-hand side tends to 1 as o and v both grow. The filter `atTop ×ˢ atTop` expresses that they do so independently, with no fixed ratio between them.

```lean
/-- As the numbers of occupied and virtual orbitals grow independently, the number of `n`-fold
amplitudes approaches `o ^ n * v ^ n / (n!) ^ 2` in ratio. -/
theorem amplitude_storage_limit (n : ℕ) :
    Tendsto (fun p : ℕ × ℕ => ((amplitudes n p.1 p.2).card : ℝ) * (n.factorial : ℝ) ^ 2
      / ((p.1 : ℝ) ^ n * (p.2 : ℝ) ^ n)) (atTop ×ˢ atTop) (𝓝 1) := by
  have h := ((choose_storage_limit n).comp tendsto_fst).mul
    ((choose_storage_limit n).comp (tendsto_snd (f := (atTop : Filter ℕ))))
  rw [mul_one] at h
  refine h.congr fun p => ?_
  show (p.1.choose n : ℝ) * (n.factorial : ℝ) / (p.1 : ℝ) ^ n
    * ((p.2.choose n : ℝ) * (n.factorial : ℝ) / (p.2 : ℝ) ^ n) = _
  rw [card_amplitudes, Nat.cast_mul, div_mul_div_comm]
  congr 1
  ring
```

## Each index adds |A| to the limit

Let D(n, o) = o · [1 − R(n, a, o)], with a fixed. The rank relation can be written

R(n + 1, a, o) = R(n, a, o) · [1 − a/(o − n)],

and therefore

D(n + 1, o) = D(n, o) + a · R(n, a, o) · o/(o − n).

For n = 0 there is one empty set, which avoids A, so R = 1 and D = 0. Suppose that D(n, o) → na. Then R(n, a, o) = 1 − D(n, o)/o → 1, and o/(o − n) → 1 as well. The added term tends to a, and

D(n + 1, o) → na + a = (n + 1)a.

In Lean, `ih` is the assumed limit of D(n, o), `hr` is the resulting limit of R, and the final `linear_combination` checks the recurrence for D.

```lean
private lemma ratio_limit (n a : ℕ) :
    Tendsto (fun o : ℕ => (o : ℝ) * (1 - inactiveRatio n a o)) atTop
      (𝓝 ((n : ℝ) * a)) := by
  induction n with
  | zero => simp [inactiveRatio]
  | succ n ih =>
    -- the induction hypothesis forces the inactive ratio itself to tend to one
    have hr : Tendsto (fun o : ℕ => inactiveRatio n a o) atTop (𝓝 1) := by
      have h := (ih.mul inv_limit).const_sub 1
      rw [mul_zero, sub_zero] at h
      refine h.congr' ?_
      filter_upwards [eventually_gt_atTop 0] with o ho
      have h0 : (o : ℝ) ≠ 0 := by exact_mod_cast ho.ne'
      linear_combination (-(1 - inactiveRatio n a o)) * mul_inv_cancel₀ h0
    have h := ih.add ((hr.mul_const (a : ℝ)).mul ((shift_limit n).inv₀ one_ne_zero))
    have e : (n : ℝ) * a + 1 * a * (1 : ℝ)⁻¹ = ((n + 1 : ℕ) : ℝ) * a := by
      push_cast
      ring
    rw [e] at h
    refine h.congr' ?_
    -- each further excitation index contributes one more term, whose limit is `a`
    filter_upwards [eventually_gt_atTop (a + n)] with o ho
    have hs := inactiveRatio_succ ho
    have hd : (o : ℝ) - n ≠ 0 := by
      have : (n : ℝ) < o := by exact_mod_cast (show n < o by omega)
      linarith
    have q : (o : ℝ) / ((o : ℝ) - n) * ((o : ℝ) - n) = o := div_mul_cancel₀ _ hd
    rw [inv_div]
    apply mul_right_cancel₀ hd
    linear_combination (inactiveRatio n a o * a) * q + (o : ℝ) * hs
```

It remains to return from R to the amplitudes. A fixed finite set A lies among the occupied labels once o is large enough, and from then on f = 1 − R(n, |A|, o). Hence

o · f → n|A|.

The number of virtual orbitals enters as a function `v` of o. It may grow, stay constant or fluctuate, provided that it is eventually at least n. The theorem includes n = 0, where both sides vanish.

The set A must not grow with the system, and the theorem gives no error estimate at finite o. It concerns the number of independent amplitudes, counted without spin or point-group symmetry; the cost of the contractions and the accuracy of the truncated wavefunction are separate questions.

```lean
/-- For a fixed active set `A`, and with eventually at least `n` virtual orbitals, the number of
occupied orbitals times the fraction of `n`-fold amplitudes with at least one active occupied index
tends to `n` times the size of `A`. -/
theorem active_fraction_limit (n : ℕ) (A : Finset ℕ) (v : ℕ → ℕ)
    (hv : ∀ᶠ o in atTop, n ≤ v o) :
    Tendsto (fun o : ℕ => (o : ℝ) * activeFraction n o (v o) A) atTop
      (𝓝 ((n : ℝ) * A.card)) := by
  obtain ⟨N, hN⟩ := A.exists_nat_subset_range
  refine (ratio_limit n A.card).congr' ?_
  filter_upwards [hv, eventually_ge_atTop N, eventually_ge_atTop n] with o h1 h2 h3
  have hA : A ⊆ Finset.range o := fun x hx =>
    Finset.mem_range.2 (lt_of_lt_of_le (Finset.mem_range.1 (hN hx)) h2)
  rw [activeFraction_eq hA h3 h1]
```

The number of active amplitudes is the total number times f. If v also tends to infinity with o, multiplying the storage limit by the fraction limit gives

(number of active amplitudes) · (n!)² · o/(oⁿvⁿ) → n|A|.

For n ≥ 1 and non-empty A, the kept amplitudes thus number approximately n|A| · oⁿ⁻¹vⁿ/(n!)² when o and v are large. In the proof, `amplitude_storage_limit` is followed along the path (o, v(o)), and `q` turns the fraction back into a count.

```lean
/-- If the virtual space grows with the occupied space, the number of active amplitudes times
`o * (n!) ^ 2 / (o ^ n * v ^ n)` tends to `n` times the size of the active set. -/
theorem active_storage_limit (n : ℕ) (A : Finset ℕ) (v : ℕ → ℕ) (hv : Tendsto v atTop atTop) :
    Tendsto (fun o : ℕ => ((activeAmplitudes n o (v o) A).card : ℝ) * (n.factorial : ℝ) ^ 2
      * o / ((o : ℝ) ^ n * (v o : ℝ) ^ n)) atTop (𝓝 ((n : ℝ) * A.card)) := by
  have hv' := hv.eventually_ge_atTop n
  have h := ((amplitude_storage_limit n).comp (tendsto_id.prodMk hv)).mul
    (active_fraction_limit n A v hv')
  rw [one_mul] at h
  refine h.congr' ?_
  filter_upwards [hv', eventually_ge_atTop n] with o h1 h2
  have h0 : ((amplitudes n o (v o)).card : ℝ) ≠ 0 := by
    rw [card_amplitudes]
    exact_mod_cast (Nat.mul_pos (Nat.choose_pos h2) (Nat.choose_pos h1)).ne'
  have q : activeFraction n o (v o) A * ((amplitudes n o (v o)).card : ℝ)
      = ((activeAmplitudes n o (v o) A).card : ℝ) := div_mul_cancel₀ _ h0
  show ((amplitudes n o (v o)).card : ℝ) * (n.factorial : ℝ) ^ 2
    / ((o : ℝ) ^ n * (v o : ℝ) ^ n) * ((o : ℝ) * activeFraction n o (v o) A) = _
  rw [← q]
  generalize (o : ℝ) ^ n * (v o : ℝ) ^ n = D
  ring
```

## One active orbital at finite size

For a single active orbital no limit is needed. The binomial identity

C(o − 1, n) · o = C(o, n) · (o − n)

gives R(n, 1, o) = 1 − n/o, and so

o · f = n.

This holds whenever the active orbital x is occupied, n ≤ o and n ≤ v. It expresses the symmetry of the count: each set contains n of the o orbitals, and every orbital appears equally often. Lean writes o as m + 1 to avoid subtracting one; `e` is the binomial identity and `q` the definition of R.

```lean
/-- With a single active orbital, which is occupied, and with `n ≤ o` and `n ≤ v`, the number `o` of
occupied orbitals times the active fraction equals the excitation rank `n` exactly. -/
theorem single_active_orbital {n o v x : ℕ} (hx : x < o) (hn : n ≤ o) (hv : n ≤ v) :
    (o : ℝ) * activeFraction n o v {x} = n := by
  rw [activeFraction_eq (Finset.singleton_subset_iff.2 (Finset.mem_range.2 hx)) hn hv,
    Finset.card_singleton]
  obtain ⟨m, rfl⟩ : ∃ m, o = m + 1 := ⟨o - 1, by omega⟩
  have c0 : ((m + 1).choose n : ℝ) ≠ 0 := by exact_mod_cast (Nat.choose_pos hn).ne'
  have q : inactiveRatio n 1 (m + 1) * ((m + 1).choose n : ℝ) = (m.choose n : ℝ) :=
    div_mul_cancel₀ _ c0
  have e : (m.choose n : ℝ) * ((m + 1 : ℕ) : ℝ)
      = ((m + 1).choose n : ℝ) * (((m + 1 : ℕ) : ℝ) - n) := by
    rw [← Nat.cast_sub hn]
    exact_mod_cast Nat.choose_mul_succ_eq m n
  apply mul_right_cancel₀ c0
  linear_combination (-((m + 1 : ℕ) : ℝ)) * q - e

end

end CoupledClusterActiveStorage
```

```lean
#print axioms CoupledClusterActiveStorage.active_fraction_limit
#print axioms CoupledClusterActiveStorage.active_storage_limit
#print axioms CoupledClusterActiveStorage.single_active_orbital
```

```
'CoupledClusterActiveStorage.active_fraction_limit' depends on axioms: [propext, Classical.choice, Quot.sound]
'CoupledClusterActiveStorage.active_storage_limit' depends on axioms: [propext, Classical.choice, Quot.sound]
'CoupledClusterActiveStorage.single_active_orbital' depends on axioms: [propext, Classical.choice, Quot.sound]
```
